# On a connected grid without hard walls, symmetrising inverse mass and Laplacian gives negative kinetic energies unless the mass is uniform

An electron that crosses from one semiconductor into another changes its effective mass m. If its kinetic energy is written as the symmetrised product ¼(m⁻¹p² + p²m⁻¹), with p the momentum, a simulation on a grid can return states of negative kinetic energy, which may be mistaken for states bound at the junction. The operator is Hermitian and both of its factors are positive, so its form gives no warning. For one particle on a finite connected grid with free or periodic ends, every non-uniform mass has this defect. The ordering p(1/2m)p, with the mean inverse mass of its two ends on each bond, never gives a negative energy when the masses are positive.

In Lean 4 with Mathlib:

```lean
import Mathlib

open Matrix

namespace HeterointerfaceOrdering

variable {V : Type*} [Fintype V] [DecidableEq V] (G : SimpleGraph V) [DecidableRel G.Adj]
```

`V` is the finite set of grid sites, and the graph `G` says which sites are bonded: `G.Adj i j`, written i ~ j below. A function of type `V → ℝ` gives each site a real number. The wave function f and the inverse mass a are both of this type.

```lean
/-- The naively symmetrized kinetic matrix `A L + L A`, with `L` the graph Laplacian and `A` the
diagonal matrix of inverse masses `a`; constant prefactors are omitted. -/
noncomputable def naiveKinetic (a : V → ℝ) : Matrix V V ℝ :=
  diagonal a * G.lapMatrix ℝ + G.lapMatrix ℝ * diagonal a
```

This is the matrix AL + LA, with A = diag(a). The letter a is an inverse mass, not a lattice constant. The graph Laplacian L is the discrete version of −d²/dx², so its sign is that of p². On a chain with spacing h, the omitted prefactor is ħ²/(4h²).

```lean
/-- The quadratic form of the naively symmetrized kinetic matrix in a real wave function `f`. -/
noncomputable def naiveEnergy (a f : V → ℝ) : ℝ :=
  f ⬝ᵥ (naiveKinetic G a *ᵥ f)
```

`*ᵥ` applies a matrix to a vector and `⬝ᵥ` is the dot product, so

E_naive(f) = f·(AL + LA)f.

Since f is not normalised, the expectation value is this number divided by f·f. Real f suffice to decide the sign, because the real and imaginary parts of a complex f contribute separately.

```lean
/-- The bond form of the kinetic energy: the sum over edges of `(a i + a j) (f i - f j)²`.
The factor one half makes each edge count once. -/
noncomputable def bondEnergy (a f : V → ℝ) : ℝ :=
  (∑ i, ∑ j, if G.Adj i j then (a i + a j) * (f i - f j) ^ 2 else 0) / 2
```

E_bond(f) = ½ Σ_{i~j} (a_i + a_j)(f_i − f_j)²

The sum runs over ordered pairs, hence the ½. With the same prefactor, this is the discrete form of p(1/2m)p, where each bond carries the mean inverse mass of its two ends.

```lean
/-- The Laplacian at a site sums the differences between that site and its neighbours. -/
theorem laplacian_apply (f : V → ℝ) (i : V) :
    (G.lapMatrix ℝ *ᵥ f) i = ∑ j, if G.Adj i j then f i - f j else 0 := by
  have h : G.neighborFinset i = Finset.univ.filter (fun j => G.Adj i j) := by
    ext j
    simp
  rw [SimpleGraph.lapMatrix_mulVec_apply, ← G.card_neighborFinset_eq_degree, h,
    ← Finset.sum_filter, Finset.sum_sub_distrib, Finset.sum_const, nsmul_eq_mul]
```

In ordinary notation,

(Lf)_i = Σ_{j~i} (f_i − f_j).

Mathlib supplies the form "degree times f_i, minus the sum over neighbours", and the proof writes the degree as a count of neighbours.

```lean
/-- Summation by parts on the graph: twice `u · L v` is the sum over ordered adjacent pairs of
the product of the differences of `u` and `v`. -/
theorem summation_by_parts (u v : V → ℝ) :
    2 * (u ⬝ᵥ (G.lapMatrix ℝ *ᵥ v)) =
      ∑ i, ∑ j, if G.Adj i j then (u i - u j) * (v i - v j) else 0 := by
  have h1 : u ⬝ᵥ (G.lapMatrix ℝ *ᵥ v) =
      ∑ i, ∑ j, if G.Adj i j then u i * (v i - v j) else 0 := by
    simp only [dotProduct, laplacian_apply, Finset.mul_sum, mul_ite, mul_zero]
  -- exchange the two ends of every bond
  have h2 : u ⬝ᵥ (G.lapMatrix ℝ *ᵥ v) =
      ∑ i, ∑ j, if G.Adj i j then u j * (v j - v i) else 0 := by
    rw [h1, Finset.sum_comm]
    refine Finset.sum_congr rfl fun i _ => Finset.sum_congr rfl fun j _ => ?_
    by_cases h : G.Adj i j
    · simp [h, h.symm]
    · have h' : ¬ G.Adj j i := fun k => h k.symm
      simp [h, h']
  rw [two_mul]
  nth_rewrite 1 [h1]
  rw [h2, ← Finset.sum_add_distrib]
  refine Finset.sum_congr rfl fun i _ => ?_
  rw [← Finset.sum_add_distrib]
  refine Finset.sum_congr rfl fun j _ => ?_
  split_ifs <;> ring
```

By the previous formula, u·Lv = Σ_{i~j} u_i(v_i − v_j); this is `h1`. Exchanging the names i and j gives Σ_{i~j} u_j(v_j − v_i), which is `h2`. Adding the two,

2 u·Lv = Σ_{i~j} (u_i − u_j)(v_i − v_j).

The tactic `ring` does the algebra on each bond.

```lean
/-- The naive energy as a sum over ordered adjacent pairs: the difference of `a f` times the
difference of `f`. -/
theorem naiveEnergy_eq_sum (a f : V → ℝ) :
    naiveEnergy G a f =
      ∑ i, ∑ j, if G.Adj i j then (a i * f i - a j * f j) * (f i - f j) else 0 := by
  have hA : ∀ g : V → ℝ, diagonal a *ᵥ g = fun i => a i * g i := fun g => by
    ext i
    simp [Matrix.mulVec_diagonal]
  have h1 := summation_by_parts G (fun i => a i * f i) f
  have h2 := summation_by_parts G f (fun i => a i * f i)
  have h3 : (∑ i, ∑ j, if G.Adj i j then (f i - f j) * (a i * f i - a j * f j) else 0) =
      ∑ i, ∑ j, if G.Adj i j then (a i * f i - a j * f j) * (f i - f j) else 0 := by
    simp only [mul_comm (f _ - f _)]
  have h4 : f ⬝ᵥ (fun i => a i * (G.lapMatrix ℝ *ᵥ f) i) =
      (fun i => a i * f i) ⬝ᵥ (G.lapMatrix ℝ *ᵥ f) := by
    simp only [dotProduct]
    exact Finset.sum_congr rfl fun i _ => by ring
  rw [naiveEnergy, naiveKinetic, Matrix.add_mulVec, ← Matrix.mulVec_mulVec,
    ← Matrix.mulVec_mulVec, hA, hA, dotProduct_add, h4]
  linarith
```

Write af for the function with values a_i f_i. Then f·ALf = (af)·Lf and f·LAf = f·L(af). Summation by parts turns each into half of the same sum, so

E_naive(f) = Σ_{i~j} (a_i f_i − a_j f_j)(f_i − f_j).

`h1` and `h2` are the two uses of summation by parts, and `linarith` adds them.

```lean
/-- The naive energy is the bond energy plus the energy of `f` in an on-site potential `L a`,
the Laplacian of the inverse mass. -/
theorem naiveEnergy_eq_bond_add_potential (a f : V → ℝ) :
    naiveEnergy G a f = bondEnergy G a f + ∑ i, (G.lapMatrix ℝ *ᵥ a) i * f i ^ 2 := by
  have hP : ∑ i, (G.lapMatrix ℝ *ᵥ a) i * f i ^ 2 =
      (fun i => f i ^ 2) ⬝ᵥ (G.lapMatrix ℝ *ᵥ a) := by
    simp only [dotProduct]
    exact Finset.sum_congr rfl fun i _ => mul_comm _ _
  have h := summation_by_parts G (fun i => f i ^ 2) a
  have key : 2 * naiveEnergy G a f =
      (∑ i, ∑ j, if G.Adj i j then (a i + a j) * (f i - f j) ^ 2 else 0) +
      ∑ i, ∑ j, if G.Adj i j then (f i ^ 2 - f j ^ 2) * (a i - a j) else 0 := by
    rw [naiveEnergy_eq_sum]
    simp only [Finset.mul_sum, ← Finset.sum_add_distrib]
    refine Finset.sum_congr rfl fun i _ => Finset.sum_congr rfl fun j _ => ?_
    split_ifs <;> ring
  rw [hP, bondEnergy]
  linarith
```

On each bond,

2(a_i f_i − a_j f_j)(f_i − f_j) = (a_i + a_j)(f_i − f_j)² + (a_i − a_j)(f_i² − f_j²).

Summed over ordered pairs, the first term gives 2E_bond(f). The second gives 2 Σ_i (La)_i f_i², by summation by parts with u = f² and v = a. Therefore

E_naive(f) = E_bond(f) + Σ_i (La)_i f_i².

The naive ordering has added an on-site potential La. Factors of two are easily lost here: E_naive is a sum over ordered pairs without a ½, whereas E_bond has one.

```lean
/-- The on-site potential `L a` sums to zero over the sites. -/
theorem potential_sum_zero (a : V → ℝ) : ∑ i, (G.lapMatrix ℝ *ᵥ a) i = 0 := by
  have h := summation_by_parts G (fun _ => 1) a
  simpa [dotProduct] using h
```

Setting u = 1 in the summation by parts makes every difference of u vanish, so Σ_i (La)_i = 0. Unless it is zero everywhere, the spurious potential is therefore attractive on some sites.

```lean
omit [DecidableEq V] in
/-- For positive inverse masses the bond energy is never negative. -/
theorem bondEnergy_nonneg {a : V → ℝ} (ha : ∀ i, 0 < a i) (f : V → ℝ) :
    0 ≤ bondEnergy G a f := by
  refine div_nonneg (Finset.sum_nonneg fun i _ => Finset.sum_nonneg fun j _ => ?_) (by norm_num)
  split_ifs
  · exact mul_nonneg (add_pos (ha i) (ha j)).le (sq_nonneg _)
  · exact le_rfl
```

The hypothesis `ha` says that every inverse mass is positive. Each term of E_bond is then a positive number times a square.

```lean
/-- On a connected graph, `a · L a` is strictly positive if `a` takes two different values. -/
theorem laplacian_form_pos (hG : G.Connected) {a : V → ℝ} {k l : V} (hkl : a k ≠ a l) :
    0 < a ⬝ᵥ (G.lapMatrix ℝ *ᵥ a) := by
  by_contra hneg
  have hs := summation_by_parts G a a
  have h0 : ∀ i j, 0 ≤ (if G.Adj i j then (a i - a j) * (a i - a j) else 0) := fun i j => by
    split_ifs
    · exact mul_self_nonneg _
    · exact le_rfl
  -- otherwise every bond term vanishes, and `a` is constant along walks
  have hadj : ∀ i j, G.Adj i j → a i = a j := fun i j hij => by
    have h1 := Finset.single_le_sum (fun j _ => h0 i j) (Finset.mem_univ j)
    have h2 : (∑ j, if G.Adj i j then (a i - a j) * (a i - a j) else 0) ≤
        ∑ i, ∑ j, if G.Adj i j then (a i - a j) * (a i - a j) else 0 :=
      Finset.single_le_sum
        (f := fun i => ∑ j, if G.Adj i j then (a i - a j) * (a i - a j) else 0)
        (fun i _ => Finset.sum_nonneg fun j _ => h0 i j) (Finset.mem_univ i)
    rw [if_pos hij] at h1
    have h3 : (a i - a j) * (a i - a j) = 0 :=
      le_antisymm (by linarith) (mul_self_nonneg _)
    exact sub_eq_zero.mp (mul_self_eq_zero.mp h3)
  have hwalk : ∀ u v, G.Walk u v → a u = a v := fun u v p => by
    induction p with
    | nil => rfl
    | cons h _ ih => exact (hadj _ _ h).trans ih
  obtain ⟨p⟩ := hG.preconnected k l
  exact hkl (hwalk k l p)
```

Summation by parts gives

a·La = ½ Σ_{i~j} (a_i − a_j)² ≥ 0.

If this were not strictly positive, every term would vanish and a would agree across each bond (`hadj`). Induction along a walk (`hwalk`) carries the equality from site to site. Connectedness supplies a walk from k to l, which contradicts a_k ≠ a_l.

```lean
/-- On a connected graph, an inverse mass that differs between two sites gives some wave function
`1 - t a`, with `t > 0`, a negative naive kinetic energy. -/
theorem exists_negative_energy (hG : G.Connected) {a : V → ℝ} {k l : V} (hkl : a k ≠ a l) :
    ∃ t : ℝ, 0 < t ∧ naiveEnergy G a (fun i => 1 - t * a i) < 0 := by
  have hD := laplacian_form_pos G hG hkl
  have trial : ∀ t : ℝ, naiveEnergy G a (fun i => 1 - t * a i) =
      t ^ 2 * naiveEnergy G a a - t * (2 * (a ⬝ᵥ (G.lapMatrix ℝ *ᵥ a))) := fun t => by
    rw [naiveEnergy_eq_sum, naiveEnergy_eq_sum, summation_by_parts]
    simp only [Finset.mul_sum, ← Finset.sum_sub_distrib]
    refine Finset.sum_congr rfl fun i _ => Finset.sum_congr rfl fun j _ => ?_
    split_ifs <;> ring
  have hq : 0 < |naiveEnergy G a a| + 1 := by positivity
  -- choose `t` so small that the linear term wins
  obtain ⟨t, ht0, ht⟩ : ∃ t : ℝ, 0 < t ∧
      t * (|naiveEnergy G a a| + 1) = a ⬝ᵥ (G.lapMatrix ℝ *ᵥ a) :=
    ⟨_, div_pos hD hq, div_mul_cancel₀ _ hq.ne'⟩
  refine ⟨t, ht0, ?_⟩
  rw [trial]
  have h1 := mul_le_mul_of_nonneg_left (le_abs_self (naiveEnergy G a a)) (sq_nonneg t)
  have h2 : t ^ 2 * |naiveEnergy G a a| = t * (a ⬝ᵥ (G.lapMatrix ℝ *ᵥ a)) - t ^ 2 := by
    linear_combination t * ht
  nlinarith [mul_pos ht0 hD, sq_nonneg t]
```

A constant wave function has zero naive energy, so the proof perturbs it. For f = 1 − ta,

f_i − f_j = −t(a_i − a_j),
a_i f_i − a_j f_j = (a_i − a_j) − t(a_i² − a_j²).

Multiplying and summing over ordered pairs gives `trial`:

E_naive(1 − ta) = t²Q − 2tD, with Q = E_naive(a) and D = a·La > 0.

Choose t = D/(|Q| + 1), so that t²|Q| = tD − t². Then

E_naive(1 − ta) ≤ −tD − t² < 0.

`nlinarith` closes this last inequality.

```lean
/-- On a connected graph with positive inverse masses, `A L + L A` is positive semidefinite if and
only if `A` is a scalar matrix. -/
theorem naiveKinetic_posSemidef_iff (hG : G.Connected) {a : V → ℝ} (ha : ∀ i, 0 < a i) :
    (naiveKinetic G a).PosSemidef ↔ ∃ c : ℝ, diagonal a = c • (1 : Matrix V V ℝ) := by
  constructor
  · intro h
    obtain ⟨k⟩ := hG.nonempty
    have hc : ∀ i, a i = a k := fun i => by
      by_contra hik
      obtain ⟨t, _, ht⟩ := exists_negative_energy G hG hik
      have h1 := h.dotProduct_mulVec_nonneg (fun i => 1 - t * a i)
      rw [star_trivial] at h1
      exact absurd ht (not_lt_of_ge h1)
    refine ⟨a k, ?_⟩
    ext i j
    by_cases hij : i = j
    · subst hij
      simp [hc i]
    · simp [hij]
  · rintro ⟨c, hc⟩
    have hac : ∀ i, a i = c := fun i => by
      simpa using congrFun (congrFun hc i) i
    have hL : (G.lapMatrix ℝ)ᵀ = G.lapMatrix ℝ := by
      apply SimpleGraph.isSymm_lapMatrix
    refine Matrix.posSemidef_iff_dotProduct_mulVec.mpr ⟨?_, fun f => ?_⟩
    · rw [Matrix.IsHermitian, Matrix.conjTranspose_eq_transpose_of_trivial, naiveKinetic,
        Matrix.transpose_add, Matrix.transpose_mul, Matrix.transpose_mul,
        Matrix.diagonal_transpose, hL, add_comm]
    · rw [star_trivial]
      change 0 ≤ naiveEnergy G a f
      rw [naiveEnergy_eq_sum]
      refine Finset.sum_nonneg fun i _ => Finset.sum_nonneg fun j _ => ?_
      split_ifs
      · have hpos : 0 < c := hac i ▸ ha i
        rw [hac i, hac j]
        nlinarith [mul_nonneg hpos.le (sq_nonneg (f i - f j))]
      · exact le_rfl
```

For a connected graph and positive inverse masses, AL + LA is positive semidefinite exactly when A = c·1 for some number c. `PosSemidef` means symmetric with a non-negative quadratic form.

From left to right, two different values of a would produce the negative energy just found. From right to left, a_i = c everywhere, so the energy is c Σ_{i~j} (f_i − f_j)² ≥ 0, and the symmetry of the matrix follows from that of L.

The same argument with a positive symmetric weight on each bond would give the same equivalence, which suits grids with unequal couplings. Boundaries do matter: hard walls make L positive definite, and a weak enough variation of the mass then leaves AL + LA positive. The step from this grid to a continuous heterostructure is the limit of vanishing spacing, which the theorem does not take.

```lean
/-- Two bonded sites with inverse masses 1 and 3: the wave function (2, 1) has naive energy -2
and bond energy 4. -/
theorem two_site_junction :
    naiveEnergy (⊤ : SimpleGraph (Fin 2)) ![1, 3] ![2, 1] = -2 ∧
      bondEnergy (⊤ : SimpleGraph (Fin 2)) ![1, 3] ![2, 1] = 4 := by
  constructor
  · rw [naiveEnergy_eq_sum]
    norm_num [Fin.sum_univ_two]
  · norm_num [bondEnergy, Fin.sum_univ_two]

end HeterointerfaceOrdering
```

`Fin 2` has two sites, numbered 0 and 1, and `⊤` bonds them. With a = (1, 3) and f = (2, 1),

E_naive = 2·(1·2 − 3·1)(2 − 1) = −2,
E_bond = (1 + 3)(2 − 1)² = 4.

Dividing by f·f = 5 gives the normalised values −0.4 and 0.8. The difference comes from the potential La = (−2, 2), which contributes −2·4 + 2·1 = −6 before normalisation.

```lean
#print axioms HeterointerfaceOrdering.bondEnergy_nonneg
-- 'HeterointerfaceOrdering.bondEnergy_nonneg' depends on axioms: [propext, Classical.choice, Quot.sound]
#print axioms HeterointerfaceOrdering.exists_negative_energy
-- 'HeterointerfaceOrdering.exists_negative_energy' depends on axioms: [propext, Classical.choice, Quot.sound]
#print axioms HeterointerfaceOrdering.naiveKinetic_posSemidef_iff
-- 'HeterointerfaceOrdering.naiveKinetic_posSemidef_iff' depends on axioms: [propext, Classical.choice, Quot.sound]
#print axioms HeterointerfaceOrdering.two_site_junction
-- 'HeterointerfaceOrdering.two_site_junction' depends on axioms: [propext, Classical.choice, Quot.sound]
```
